# A real Bogoliubov transformation with \(u^2+v^2=1\) preserves the fermion anticommutators and rotates the quasi-spin

## One pair, four states

Take two fermion modes, \(m\) and its partner \(\bar m\), with annihilators \(a\) and \(b\). The four states are the vacuum \(e_0\), \(e_1=b^\dagger e_0\), \(e_2=a^\dagger e_0\) and the full pair \(e_3=a^\dagger b^\dagger e_0\). The operators \(S_+=a^\dagger b^\dagger\), \(S_-=ba\) and \(S_0=\tfrac12(a^\dagger a+b^\dagger b-1)\) give zero on \(e_1\) and \(e_2\). On \(e_0,e_3\) they act like a spin \(\tfrac12\): \(S_0=\mp\tfrac12\), \(S_+\) takes \(e_0\) to \(e_3\), \(S_-\) takes \(e_3\) to \(e_0\), and \(S_+e_3=S_-e_0=0\). This is the quasi-spin.

For real \(u,v\) with \(u^2+v^2=1\) set \(c=ua-vb^\dagger\) and \(\bar c=ub+va^\dagger\). Both annihilate the normalised state \(ue_0+ve_3\), since \(c\) gives \(uv\,e_1-uv\,e_1\) and \(\bar c\) gives \(-uv\,e_2+uv\,e_2\). The operator \(S_0'=\tfrac12(c^\dagger c+\bar c^\dagger\bar c-1)\) therefore has the value \(-\tfrac12\) there, and in the basis \((e_0,e_3)\) it is
\[
S_0'=\begin{pmatrix}-\tfrac12(u^2-v^2)&-uv\\-uv&\tfrac12(u^2-v^2)\end{pmatrix}=(u^2-v^2)S_0-uv(S_++S_-).
\]
With \(u=\cos\theta\), \(v=\sin\theta\) and \(S_x=\tfrac12(S_++S_-)\) this reads \(S_0'=\cos2\theta\,S_0-\sin2\theta\,S_x\), a rotation of the quasi-spin axis by \(2\theta\). The condition \(u^2+v^2=1\) is the normalisation of the quasiparticle vacuum, in which \(v^2\) is the probability that the pair is occupied. The same formula holds for \(W\) pairs that share one \(u\) and one \(v\).

## Operators and their anticommutators

```lean
import Mathlib

open Finset

namespace BogoliubovQuasiSpin

noncomputable section

variable {ι A : Type*} [Ring A] [StarRing A] [DecidableEq ι]
```

`A` is the set of operators: `Ring A` says that they can be added and multiplied, without commutativity, and `StarRing A` supplies the adjoint, `star x` \(=x^\dagger\), with \((xy)^\dagger=y^\dagger x^\dagger\). No Hilbert space, inner product or vacuum is assumed, so the theorems concern algebraic relations between operators and say nothing about states. The type `ι` labels the pairs.

```lean
/-- The anticommutator `{x, y} = x y + y x`. -/
def ac {R : Type*} [Ring R] (x y : R) : R := x * y + y * x
```

`ac x y` is the anticommutator \(\{x,y\}=xy+yx\).

```lean
/-- Fermion anticommutation relations for annihilators `a m` (mode `m`) and `b m` (mode `m̄`),
the creators being their adjoints. -/
structure IsCAR (a b : ι → A) : Prop where
  aa : ∀ m n, ac (a m) (a n) = 0
  bb : ∀ m n, ac (b m) (b n) = 0
  ab : ∀ m n, ac (a m) (b n) = 0
  aas : ∀ m n, ac (a m) (star (a n)) = if m = n then 1 else 0
  bbs : ∀ m n, ac (b m) (star (b n)) = if m = n then 1 else 0
  abs : ∀ m n, ac (a m) (star (b n)) = 0
```

A family `a : ι → A` assigns an operator `a m` \(=a_m\) to each label, and `b m` \(=b_m\) is the annihilator \(a_{\bar m}\) of the partner mode. Any phase that relates \(\bar m\) to a time-reversed state is taken as absorbed in \(b_m\). The structure `IsCAR a b` is the conjunction of six named statements, each for all \(m,n\):
\[
\{a_m,a_n\}=\{b_m,b_n\}=\{a_m,b_n\}=\{a_m,b^\dagger_n\}=0,\qquad \{a_m,a_n^\dagger\}=\{b_m,b_n^\dagger\}=\delta_{mn}.
\]
The Kronecker delta is `if m = n then 1 else 0`. A final `s` in a name marks a star on the second operator, so `abs` is the relation \(\{a_m,b_n^\dagger\}=0\). These relations are the only physical input, and they are assumed for \(a\) and \(b\).

```lean
/-- All creators anticommute with one another, and `a†_m` anticommutes with `b_n`. -/
theorem IsCAR.adjoint {a b : ι → A} (h : IsCAR a b) (m n : ι) :
    ac (star (a m)) (star (a n)) = 0 ∧ ac (star (b m)) (star (b n)) = 0 ∧
      ac (star (a m)) (star (b n)) = 0 ∧ ac (star (a m)) (b n) = 0 := by
  have key : ∀ x y : A, ac x y = 0 → ac (star x) (star y) = 0 := by
    intro x y hxy
    have hs := congrArg star hxy
    simp only [ac, star_add, star_mul, star_zero] at hs
    unfold ac
    rw [add_comm]
    exact hs
  refine ⟨key _ _ (h.aa m n), key _ _ (h.bb m n), key _ _ (h.ab m n), ?_⟩
  simpa only [star_star] using key _ _ (h.abs m n)
```

From a hypothesis `h : IsCAR a b` the remaining relations follow:
\[
\{a_m^\dagger,a_n^\dagger\}=\{b_m^\dagger,b_n^\dagger\}=\{a_m^\dagger,b_n^\dagger\}=\{a_m^\dagger,b_n\}=0 .
\]
The adjoint of \(xy+yx=0\) is \(y^\dagger x^\dagger+x^\dagger y^\dagger=0\). The step `key` proves this for arbitrary \(x,y\), with `congrArg star` taking the adjoint of both sides. It is applied to `h.aa`, `h.bb`, `h.ab` and `h.abs`, and the last case also uses \(b^{\dagger\dagger}=b\), which is `star_star`.

## The quasiparticles are fermions

```lean
variable [Algebra ℝ A] [StarModule ℝ A]

/-- Quasiparticle annihilator `c_m = u a_m - v a†_m̄`. -/
def cA (u v : ℝ) (a b : ι → A) (m : ι) : A := u • a m - v • star (b m)

/-- Quasiparticle annihilator `c_m̄ = u a_m̄ + v a†_m`. -/
def cB (u v : ℝ) (a b : ι → A) (m : ι) : A := u • b m + v • star (a m)
```

`Algebra ℝ A` allows multiplication of an operator by a real number, written `u • x`, and `StarModule ℝ A` says \((ux)^\dagger=ux^\dagger\). Complex matrices qualify, since only the coefficients have to be real. The definitions are \(c_m=ua_m-vb_m^\dagger\) (`cA`) and \(c_{\bar m}=ub_m+va_m^\dagger\) (`cB`), and the creators are their adjoints, \(c_m^\dagger=ua_m^\dagger-vb_m\) and \(c_{\bar m}^\dagger=ub_m^\dagger+va_m\). This is the special case of Bogoliubov's transformation with real coefficients equal for all pairs. Complex or \(m\)-dependent coefficients, and matrices that mix different pairs, are not treated.

```lean
/-- For `u² + v² = 1` the quasiparticle operators obey the fermion anticommutation relations. -/
theorem bogoliubov_isCAR {a b : ι → A} (h : IsCAR a b) {u v : ℝ} (huv : u ^ 2 + v ^ 2 = 1) :
    IsCAR (cA u v a b) (cB u v a b) := by
  have hs := h.adjoint
  obtain ⟨haa, hbb, hab, haas, hbbs, habs⟩ := h
  simp only [ac] at hs haa hbb hab haas hbbs habs
  -- the same relations with the symmetric Kronecker delta
  have haar : ∀ m n, a n * star (a m) + star (a m) * a n = if m = n then 1 else 0 :=
    fun m n => (haas n m).trans (if_congr eq_comm rfl rfl)
  have hbbr : ∀ m n, b n * star (b m) + star (b m) * b n = if m = n then 1 else 0 :=
    fun m n => (hbbs n m).trans (if_congr eq_comm rfl rfl)
  have hd : ∀ x : A, (u ^ 2 + v ^ 2) • x = x := fun x => by rw [huv, one_smul]
  -- expand each anticommutator bilinearly
  constructor <;> intro m n <;>
    simp only [ac, cA, cB, star_add, star_sub, star_smul, star_trivial, star_star, add_mul,
      mul_add, sub_mul, mul_sub, smul_mul_assoc, mul_smul_comm]
  · linear_combination (norm := module) (u * u) • haa m n - (u * v) • habs m n
      - (u * v) • habs n m + (v * v) • (hs m n).2.1
  · linear_combination (norm := module) (u * u) • hbb m n + (u * v) • (hs n m).2.2.2
      + (u * v) • (hs m n).2.2.2 + (v * v) • (hs m n).1
  · linear_combination (norm := module) (u * u) • hab m n + (u * v) • haas m n
      - (u * v) • hbbr m n - (v * v) • (hs n m).2.2.1
  · linear_combination (norm := module) (u * u) • haas m n - (u * v) • hab m n
      - (u * v) • (hs n m).2.2.1 + (v * v) • hbbr m n + hd (if m = n then 1 else 0)
  · linear_combination (norm := module) (u * u) • hbbs m n + (u * v) • hab n m
      + (u * v) • (hs m n).2.2.1 + (v * v) • haar m n + hd (if m = n then 1 else 0)
  · linear_combination (norm := module) (u * u) • habs m n + (u * v) • haa m n
      - (u * v) • (hs m n).2.1 - (v * v) • habs n m
```

In words: if \(a,b\) obey the six relations and `huv : u ^ 2 + v ^ 2 = 1` holds, then \(c_m,c_{\bar m}\) obey the same six. The number of pairs may be infinite here. The anticommutator is bilinear, so in the order of `IsCAR`
\[
\begin{aligned}
\{c_m,c_n\}&=u^2\{a_m,a_n\}-uv\{a_m,b_n^\dagger\}-uv\{b_m^\dagger,a_n\}+v^2\{b_m^\dagger,b_n^\dagger\}=0,\\
\{c_{\bar m},c_{\bar n}\}&=u^2\{b_m,b_n\}+uv\{b_m,a_n^\dagger\}+uv\{a_m^\dagger,b_n\}+v^2\{a_m^\dagger,a_n^\dagger\}=0,\\
\{c_m,c_{\bar n}\}&=u^2\{a_m,b_n\}+uv\{a_m,a_n^\dagger\}-uv\{b_m^\dagger,b_n\}-v^2\{b_m^\dagger,a_n^\dagger\}=uv\,\delta_{mn}-uv\,\delta_{mn}=0,\\
\{c_m,c_n^\dagger\}&=u^2\{a_m,a_n^\dagger\}-uv\{a_m,b_n\}-uv\{b_m^\dagger,a_n^\dagger\}+v^2\{b_m^\dagger,b_n\}=(u^2+v^2)\delta_{mn},\\
\{c_{\bar m},c_{\bar n}^\dagger\}&=u^2\{b_m,b_n^\dagger\}+uv\{b_m,a_n\}+uv\{a_m^\dagger,b_n^\dagger\}+v^2\{a_m^\dagger,a_n\}=(u^2+v^2)\delta_{mn},\\
\{c_m,c_{\bar n}^\dagger\}&=u^2\{a_m,b_n^\dagger\}+uv\{a_m,a_n\}-uv\{b_m^\dagger,b_n^\dagger\}-v^2\{b_m^\dagger,a_n\}=0 .
\end{aligned}
\]
The third line vanishes because \(v\) enters \(c_m\) and \(c_{\bar m}\) with opposite signs, and the normalisation is used in the fourth and fifth lines only.

In Lean, `constructor` splits the goal into these six lines and `simp only` multiplies out the products. Each bullet closes one line with `linear_combination`, which takes known equations with coefficients and checks that the goal is their weighted sum. The coefficients \(u^2,\pm uv,\pm v^2\) are the ones displayed above. The option `norm := module` does the check by treating every distinct operator product as an independent vector and comparing real coefficients, so no two operators are ever commuted. The equations `haar` and `hbbr` restate \(\{a_n,a_m^\dagger\}\) and \(\{b_n,b_m^\dagger\}\) with \(\delta_{mn}\) in place of \(\delta_{nm}\), and `hd` is \((u^2+v^2)x=x\).

```lean
/-- In a nontrivial algebra with at least one pair, the quasiparticle operators obey the fermion
anticommutation relations if and only if `u² + v² = 1`. -/
theorem bogoliubov_isCAR_iff [Nontrivial A] [Nonempty ι] {a b : ι → A} (h : IsCAR a b)
    (u v : ℝ) : IsCAR (cA u v a b) (cB u v a b) ↔ u ^ 2 + v ^ 2 = 1 := by
  refine ⟨fun hc => ?_, bogoliubov_isCAR h⟩
  obtain ⟨m⟩ := ‹Nonempty ι›
  have h1 : a m * star (a m) + star (a m) * a m = 1 := (h.aas m m).trans (if_pos rfl)
  have h2 : b m * star (b m) + star (b m) * b m = 1 := (h.bbs m m).trans (if_pos rfl)
  have h3 : star (a m) * star (b m) + star (b m) * star (a m) = 0 := (h.adjoint m m).2.2.1
  have h4 : a m * b m + b m * a m = 0 := h.ab m m
  have h5 : ac (cA u v a b m) (star (cA u v a b m)) = 1 := (hc.aas m m).trans (if_pos rfl)
  simp only [ac, cA, star_sub, star_smul, star_trivial, star_star, sub_mul, mul_sub,
    smul_mul_assoc, mul_smul_comm] at h5
  -- {c, c†} = (u² + v²) · 1 must equal 1
  have h0 : (u ^ 2 + v ^ 2 - 1) • (1 : A) = 0 := by
    linear_combination (norm := module) h5 - (u * u) • h1 - (v * v) • h2 + (u * v) • h3
      + (u * v) • h4
  by_contra hne
  have hne' : u ^ 2 + v ^ 2 - 1 ≠ 0 := sub_ne_zero.mpr hne
  have h10 : (1 : A) = 0 :=
    (inv_smul_smul₀ hne' (1 : A)).symm.trans (by rw [h0, smul_zero])
  exact one_ne_zero h10
```

The arrow `↔` is "if and only if". The new direction says that fermionic quasiparticles force \(u^2+v^2=1\). It needs `Nonempty ι`, at least one pair, and `Nontrivial A`, which is \(1\neq0\) among the operators; without either, the relations impose nothing on \(u,v\). Pick one pair \(m\). The fourth line above at \(n=m\) gives \(\{c_m,c_m^\dagger\}=(u^2+v^2)\,1\), while the assumed relation `h5` gives \(1\). Their difference is `h0`, \((u^2+v^2-1)\,1=0\). If the real factor were nonzero, dividing by it would give \(1=0\), which is the contradiction reached after `by_contra`.

## Quasi-spin of \(W\) pairs

```lean
variable [Fintype ι]

/-- Pair creation operator `S₊ = ∑ a†_m a†_m̄`. -/
def sPlus (a b : ι → A) : A := ∑ m, star (a m) * star (b m)

/-- Pair annihilation operator `S₋ = ∑ a_m̄ a_m`. -/
def sMinus (a b : ι → A) : A := ∑ m, b m * a m

/-- Particle number `N = ∑ (n_m + n_m̄)`. -/
def number (a b : ι → A) : A := ∑ m, (star (a m) * a m + star (b m) * b m)

/-- Quasi-spin projection `S₀ = (N - W) / 2` for `W` pairs. -/
def sZero (a b : ι → A) : A := (1 / 2 : ℝ) • (number a b - (Fintype.card ι : A))
```

From here the set of pairs is finite, with \(W=\) `Fintype.card ι` elements. The definitions read
\[
S_+=\sum_m a_m^\dagger b_m^\dagger,\qquad S_-=\sum_m b_ma_m,\qquad N=\sum_m(a_m^\dagger a_m+b_m^\dagger b_m),\qquad S_0=\tfrac12(N-W),
\]
where \(W\) in the last formula means \(W\) times the unit operator. The order \(b_ma_m\) makes each term of \(S_-\) the adjoint of the matching term of \(S_+\). The empty shell has \(S_0=-W/2\) and the half-filled shell has \(S_0=0\). Each definition takes the two families as arguments, so the primed operators need no new definitions: \(S_0'\) is `sZero (cA u v a b) (cB u v a b)`. The case \(W=0\) is allowed, and all these operators are then zero.

```lean
/-- Quasi-spin Casimir operator `S₀² + (S₊ S₋ + S₋ S₊) / 2`. -/
def casimir (a b : ι → A) : A :=
  sZero a b * sZero a b + (1 / 2 : ℝ) • (sPlus a b * sMinus a b + sMinus a b * sPlus a b)
```

`casimir` is \(C=S_0^2+\tfrac12(S_+S_-+S_-S_+)\). For one pair it is \(\tfrac34\) on \(e_0,e_3\) and \(0\) on \(e_1,e_2\). The su(2) commutators of \(S_0,S_\pm\) and the familiar spectrum \(C=S(S+1)\), with \(S=(W-\nu)/2\) for seniority \(\nu\), the particle number of the lowest state of the multiplet (the one annihilated by \(S_-\); for \(W\ge2\) this counts particles outside the collective pairs created by \(S_+\) and can exceed the number of singly occupied pairs \(m,\bar m\)), are background that no theorem below states or uses.

```lean
omit [DecidableEq ι] [StarModule ℝ A] in
/-- `S₀` is the sum over pairs of `(n_m + n_m̄ - 1) / 2`. -/
theorem sZero_eq_sum (a b : ι → A) :
    sZero a b = ∑ m, (1 / 2 : ℝ) • (star (a m) * a m + star (b m) * b m - 1) := by
  rw [← Finset.smul_sum, Finset.sum_sub_distrib, Finset.sum_const, Finset.card_univ, nsmul_one]
  rfl
```

Since \(W=\sum_m1\), one has \(S_0=\sum_m\tfrac12(a_m^\dagger a_m+b_m^\dagger b_m-1)\) for any two families. The rewrites pull \(\tfrac12\) out of the sum, split it, and count the ones.

## The rotated projection

```lean
/-- For `u² + v² = 1` the quasi-spin projection of the quasiparticles is
`S₀' = (u² - v²) S₀ - u v (S₊ + S₋)`. -/
theorem sZero_bogoliubov {a b : ι → A} (h : IsCAR a b) {u v : ℝ} (huv : u ^ 2 + v ^ 2 = 1) :
    sZero (cA u v a b) (cB u v a b)
      = (u ^ 2 - v ^ 2) • sZero a b - (u * v) • (sPlus a b + sMinus a b) := by
  -- reduce to a single pair
  simp only [sZero_eq_sum, sPlus, sMinus, Finset.smul_sum, ← Finset.sum_add_distrib,
    ← Finset.sum_sub_distrib]
  refine Finset.sum_congr rfl fun m _ => ?_
  have h1 : a m * star (a m) + star (a m) * a m = 1 := (h.aas m m).trans (if_pos rfl)
  have h2 : b m * star (b m) + star (b m) * b m = 1 := (h.bbs m m).trans (if_pos rfl)
  have h3 : star (a m) * star (b m) + star (b m) * star (a m) = 0 := (h.adjoint m m).2.2.1
  have h4 : a m * b m + b m * a m = 0 := h.ab m m
  have h5 : (u ^ 2 + v ^ 2) • (1 : A) = 1 := by rw [huv, one_smul]
  simp only [cA, cB, star_add, star_sub, star_smul, star_trivial, star_star, add_mul,
    mul_add, sub_mul, mul_sub, smul_mul_assoc, mul_smul_comm]
  linear_combination (norm := module) (v ^ 2 / 2) • h1 + (v ^ 2 / 2) • h2 + (u * v / 2) • h3
    + (u * v / 2) • h4 + (1 / 2 : ℝ) • h5
```

The statement is \(S_0'=(u^2-v^2)S_0-uv(S_++S_-)\) under the same two hypotheses as before. Both sides are sums over pairs, so one pair is enough. Dropping the index,
\[
\begin{aligned}
c^\dagger c&=(ua^\dagger-vb)(ua-vb^\dagger)=u^2a^\dagger a-uv\,a^\dagger b^\dagger-uv\,ba+v^2bb^\dagger,\\
\bar c^\dagger\bar c&=(ub^\dagger+va)(ub+va^\dagger)=u^2b^\dagger b+uv\,b^\dagger a^\dagger+uv\,ab+v^2aa^\dagger .
\end{aligned}
\]
Insert \(aa^\dagger=1-a^\dagger a\), \(bb^\dagger=1-b^\dagger b\), \(b^\dagger a^\dagger=-a^\dagger b^\dagger\) and \(ab=-ba\):
\[
c^\dagger c+\bar c^\dagger\bar c=(u^2-v^2)(a^\dagger a+b^\dagger b)+2v^2-2uv(a^\dagger b^\dagger+ba).
\]
Subtract \(1=u^2+v^2\), so that the constant becomes \(2v^2-u^2-v^2=-(u^2-v^2)\), and halve:
\[
\tfrac12(c^\dagger c+\bar c^\dagger\bar c-1)=(u^2-v^2)\,\tfrac12(a^\dagger a+b^\dagger b-1)-uv(a^\dagger b^\dagger+ba).
\]
In Lean the first `simp only` writes each side as a single sum and `Finset.sum_congr` passes to the term for pair `m`. The four reorderings are `h1` to `h4` in the order used above, and `h5` is the replacement of \(1\) by \(u^2+v^2\). After halving, the reorderings carry the weights \(v^2/2\), \(v^2/2\), \(uv/2\), \(uv/2\), and `h5` carries \(\tfrac12\), as in the last command.

For BCS pairing of uniform strength in a single degenerate shell, where one real pair \((u,v)\) serves all levels, the identity expresses the quasiparticle number \(2S_0'+W\) through the particle number and the pair operators.

## Ladder operators and the Casimir

```lean
/-- For all real `u, v` the pair operators of the quasiparticles are
`S₊' = u² S₊ - v² S₋ + 2 u v S₀` and `S₋' = u² S₋ - v² S₊ + 2 u v S₀`. -/
theorem ladder_bogoliubov {a b : ι → A} (h : IsCAR a b) (u v : ℝ) :
    sPlus (cA u v a b) (cB u v a b)
        = u ^ 2 • sPlus a b - v ^ 2 • sMinus a b + (2 * u * v) • sZero a b ∧
      sMinus (cA u v a b) (cB u v a b)
        = u ^ 2 • sMinus a b - v ^ 2 • sPlus a b + (2 * u * v) • sZero a b := by
  constructor
  all_goals
    simp only [sZero_eq_sum, sPlus, sMinus, Finset.smul_sum, ← Finset.sum_add_distrib,
      ← Finset.sum_sub_distrib]
    refine Finset.sum_congr rfl fun m _ => ?_
    have h2 : b m * star (b m) + star (b m) * b m = 1 := (h.bbs m m).trans (if_pos rfl)
    simp only [cA, cB, star_add, star_sub, star_smul, star_trivial, star_star, add_mul,
      mul_add, sub_mul, mul_sub, smul_mul_assoc, mul_smul_comm]
    linear_combination (norm := module) (-(u * v)) • h2
```

The symbol `∧` joins two statements, \(S_\pm'=u^2S_\pm-v^2S_\mp+2uvS_0\), which hold for all real \(u,v\), normalised or not. For one pair,
\[
\begin{aligned}
c^\dagger\bar c^\dagger&=(ua^\dagger-vb)(ub^\dagger+va)=u^2a^\dagger b^\dagger-v^2ba+uv(a^\dagger a-bb^\dagger),\\
\bar c\,c&=(ub+va^\dagger)(ua-vb^\dagger)=u^2ba-v^2a^\dagger b^\dagger+uv(a^\dagger a-bb^\dagger),
\end{aligned}
\]
and \(a^\dagger a-bb^\dagger=a^\dagger a+b^\dagger b-1\) is twice the pair's term in \(S_0\). Only \(\{b,b^\dagger\}=1\) enters, with weight \(-uv\) in both lines, so `all_goals` runs the same commands on the two statements.

```lean
/-- For `u² + v² = 1` the quasi-spin Casimir of the quasiparticles equals that of the
particles. -/
theorem casimir_bogoliubov {a b : ι → A} (h : IsCAR a b) {u v : ℝ} (huv : u ^ 2 + v ^ 2 = 1) :
    casimir (cA u v a b) (cB u v a b) = casimir a b := by
  -- the cross terms cancel and leave the overall factor (u² + v²)²
  have key : casimir (cA u v a b) (cB u v a b) = ((u ^ 2 + v ^ 2) ^ 2) • casimir a b := by
    unfold casimir
    rw [sZero_bogoliubov h huv, (ladder_bogoliubov h u v).1, (ladder_bogoliubov h u v).2]
    simp only [smul_add, add_mul, mul_add, sub_mul, mul_sub, smul_mul_assoc, mul_smul_comm]
    module
  rw [key, huv, one_pow, one_smul]
```

For \(u^2+v^2=1\) the Casimir \(C'\) built from the quasiparticles equals \(C\). Substituting the three transformation formulas,
\[
\begin{aligned}
S_0'^2&=(u^2-v^2)^2S_0^2-uv(u^2-v^2)\{S_0,S_++S_-\}+u^2v^2\bigl(S_+^2+S_-^2+\{S_+,S_-\}\bigr),\\
\tfrac12\{S_+',S_-'\}&=4u^2v^2S_0^2+uv(u^2-v^2)\{S_0,S_++S_-\}-u^2v^2(S_+^2+S_-^2)+\tfrac12(u^4+v^4)\{S_+,S_-\}.
\end{aligned}
\]
In the sum the terms with \(\{S_0,S_\pm\}\) and \(S_\pm^2\) cancel. The coefficient of \(S_0^2\) is \((u^2-v^2)^2+4u^2v^2=(u^2+v^2)^2\), and that of \(\{S_+,S_-\}\) is \(u^2v^2+\tfrac12(u^4+v^4)=\tfrac12(u^2+v^2)^2\). Hence \(C'=(u^2+v^2)^2C=C\). The step `key` is this computation: `rw` substitutes the two preceding theorems, `simp only` expands, and `module` compares the coefficients of the nine products of \(S_0,S_+,S_-\). The formula for \(S_0'\) already requires `huv`, so the factor \((u^2+v^2)^2\) in `key` is obtained under the normalisation and is not a statement about general \(u,v\). With uniform real \(u,v\) in a finite shell, particles and quasiparticles thus share the operator whose eigenvalues label seniority.

## Matrices for one pair

```lean
/-- Jordan-Wigner matrix of the annihilator of mode `m` on the four states of one pair. -/
def jwA : Matrix (Fin 4) (Fin 4) ℝ := !![0, 0, 1, 0; 0, 0, 0, 1; 0, 0, 0, 0; 0, 0, 0, 0]

/-- Jordan-Wigner matrix of the annihilator of mode `m̄` on the four states of one pair. -/
def jwB : Matrix (Fin 4) (Fin 4) ℝ := !![0, 1, 0, 0; 0, 0, 0, 0; 0, 0, 0, -1; 0, 0, 0, 0]
```

In `!![...]` semicolons separate rows, and `Fin 4` numbers rows and columns from 0 to 3, matching \(e_0,\dots,e_3\). Reading the columns, `jwA` sends \(e_2\to e_0\) and \(e_3\to e_1\), while `jwB` sends \(e_1\to e_0\) and \(e_3\to-e_2\). The minus sign is the Jordan–Wigner sign: in \(e_3=a^\dagger b^\dagger e_0\) the operator \(b\) has to pass \(a^\dagger\) before it meets \(b^\dagger\).

```lean
/-- The Jordan-Wigner matrices obey the fermion anticommutation relations for one pair. -/
theorem isCAR_witness : IsCAR (fun _ : Unit => jwA) (fun _ : Unit => jwB) := by
  -- the creators as explicit matrices
  have hA : star jwA = !![0, 0, 0, 0; 0, 0, 0, 0; 1, 0, 0, 0; 0, 1, 0, 0] := by
    ext i j
    rw [Matrix.star_apply, star_trivial]
    fin_cases i <;> fin_cases j <;> simp [jwA]
  have hB : star jwB = !![0, 0, 0, 0; 1, 0, 0, 0; 0, 0, 0, 0; 0, 0, -1, 0] := by
    ext i j
    rw [Matrix.star_apply, star_trivial]
    fin_cases i <;> fin_cases j <;> simp [jwB]
  constructor <;> rintro ⟨⟩ ⟨⟩ <;> simp only [ac, hA, hB] <;> ext i j <;>
    fin_cases i <;> fin_cases j <;>
    simp [jwA, jwB]

end

end BogoliubovQuasiSpin
```

`Unit` is the type with one element, so \(W=1\), and for real matrices `star` is the transpose. The theorem states that these two matrices satisfy `IsCAR`, which shows that the assumption of all earlier theorems is met by a concrete system, the four states of the opening example. A realisation for larger \(W\) is not constructed. The proof writes out the transposes as `hA` and `hB`, then checks each of the six matrix equations entry by entry, with `fin_cases` running through the sixteen index pairs.

```lean
#print axioms BogoliubovQuasiSpin.bogoliubov_isCAR_iff
#print axioms BogoliubovQuasiSpin.casimir_bogoliubov
```

```
'BogoliubovQuasiSpin.bogoliubov_isCAR_iff' depends on axioms: [propext, Classical.choice, Quot.sound]
'BogoliubovQuasiSpin.casimir_bogoliubov' depends on axioms: [propext, Classical.choice, Quot.sound]
```
